# For H = f(p) + V + W with V local, the velocity is f′(p) + i[W, x]

Operators are taken here as elements of an arbitrary complex algebra, and the canonical commutation relation is a hypothesis about two of them, x and p. No Hilbert space, basis or grid appears. The identity then rests on algebra alone, and it applies wherever the operators can be multiplied freely and the relation holds exactly. Matrices in a truncated basis do not meet that condition.

Write [a, b] = ab − ba and set ħ = 1. The assumptions are

[x, p] = i

[V, x] = 0

The first says that p generates translations of x. The second is the sense in which V is called local here: it commutes with x, as a potential that multiplies the wavefunction by V(x) does. The operator W is arbitrary, and f is any polynomial with complex coefficients. The velocity is defined as the Heisenberg rate of change of the position, i[H, x]. For H = f(p) + V + W it is

i[H, x] = f′(p) + i[W, x]

With ħ restored, the last term is (i/ħ)[W, x].

## Optical matrix elements and currents with nonlocal pseudopotentials

In a one-particle electronic-structure calculation with a norm-conserving nonlocal pseudopotential, this identity gives the operator to use in velocity matrix elements and in the total current, provided that the exact operators obey the canonical relation. It does not by itself fix a local current density. With kinetic energy p²/(2m), a routine that returns p/m has left out i[W, x].

The omission shows when the length and velocity forms of a transition element are compared. For exact eigenstates a and b of a Hermitian H with energies E_a and E_b,

⟨a| i[H, x] |b⟩ = i(E_a − E_b)⟨a|x|b⟩

If the left side is replaced by ⟨a|p|b⟩/m, the two sides differ by ⟨a| i[W, x] |b⟩.

In a periodic system, multiplication by x does not map periodic functions to periodic functions, but the same term can be reached by another route. With H(k) = exp(−ikx) H exp(ikx), formal differentiation gives

dH(k)/dk = exp(−ikx) i[H, x] exp(ikx)

so the correction is the k-derivative of the nonlocal part. These two relations are ordinary operator calculus and have no theorem in the file below.

## From [x, p] = i to the velocity

Start with powers of p. For every n ≥ 0,

[x, pⁿ⁺¹] = i(n+1)pⁿ

The case n = 0 is the canonical relation. If the formula holds for n, the Leibniz rule gives the next case:

[x, pⁿ⁺²] = [x, pⁿ⁺¹] p + pⁿ⁺¹ [x, p]

= i(n+1)pⁿ⁺¹ + i pⁿ⁺¹

= i(n+2)pⁿ⁺¹

A polynomial f(p) is a finite sum of terms a pⁿ. The constant term commutes with x, and a term a pⁿ⁺¹ contributes i a(n+1)pⁿ, which is i times its derivative. Adding the terms gives

[x, f(p)] = i f′(p)

The velocity has the commutator in the opposite order, so

i[f(p), x] = −i[x, f(p)] = −i · i f′(p) = f′(p)

The commutator is additive in H. The local part contributes i[V, x] = 0, the nonlocal part contributes i[W, x], and the identity follows.

The order of the commutator is where a sign is easily lost. The intermediate result has x on the left, while the velocity has H on the left. Someone who carries the first order over to the potential writes i[x, W] and gets the correction with the wrong sign, although the kinetic term looks right.

Three consequences follow directly.

First, the velocity equals f′(p) exactly when W commutes with x. If i[W, x] = 0, multiplication by −i gives [W, x] = 0; the converse is immediate.

Second, for f(p) = p²/(2m) with m ≠ 0, the derivative is p/m. Multiplication by m gives

m · i[H, x] = p + m · i[W, x]

The mass multiplies the correction too.

Third, consider a semilocal pseudopotential W = Σ vₗPₗ, where the radial factors vₗ commute with x. For each l,

[vₗPₗ, x] = vₗPₗx − xvₗPₗ = vₗPₗx − vₗxPₗ = vₗ[Pₗ, x]

and therefore

i[H, x] = f′(p) + Σ vₗ · i[Pₗ, x]

In three dimensions the angular-momentum projectors Pₗ do not in general commute with a Cartesian coordinate, which is why such a pseudopotential changes the velocity even though its radial factors are local.

## The velocity acting on 3 + 4X²

This example checks the algebra and is not a physical system: nonzero polynomials are not normalisable on the line, and the W chosen here does not model a pseudopotential. Let the operators act on polynomials in X. Take x as multiplication by X, p = −i d/dX, and W as the map that sends a polynomial to its constant term. Choose m = 2 and V = 0, so that

H = p²/4 + W = −(1/4) d²/dX² + W

and apply the velocity to g = 3 + 4X².

For the direct calculation, xg = 3X + 4X³. Its second derivative is 24X and its constant term is 0, so H(xg) = −6X. Also Hg = −2 + 3 = 1, so x(Hg) = X. Hence

i(Hx − xH)g = i(−6X − X) = −7iX

For the formula, f′(p) = p/2, and

f′(p)g = (−i/2) · 8X = −4iX

i(Wx − xW)g = i(0 − 3X) = −3iX

The sum is −7iX, as it should be. Leaving out the correction gives −4iX, and reversing its sign gives −iX.

## The identity and its consequences in Lean

```lean
import Mathlib

open Polynomial

namespace NonlocalPseudopotentialVelocity

noncomputable section

variable {A : Type*} [Ring A] [Algebra ℂ A]

/-- The velocity operator `i (H x - x H)` belonging to the position `x` and the
Hamiltonian `H`, in units with `ħ = 1`. -/
def velocity (x H : A) : A := Complex.I • (H * x - x * H)

/-- The velocity is additive in the Hamiltonian. -/
theorem velocity_add (x H K : A) :
    velocity x (H + K) = velocity x H + velocity x K := by
  simp only [velocity, add_mul, mul_add, ← smul_add]
  congr 1
  abel

/-- The commutator of the position with a power of the momentum is `i` times the
derivative of that power. -/
theorem position_comm_pow {x p : A} (hxp : x * p - p * x = Complex.I • (1 : A)) (n : ℕ) :
    x * p ^ (n + 1) - p ^ (n + 1) * x = (Complex.I * ((n : ℂ) + 1)) • p ^ n := by
  induction n with
  | zero => simpa using hxp
  | succ n ih =>
    -- Leibniz rule for the commutator with `p ^ (n + 1) * p`
    have leibniz : x * p ^ (n + 1 + 1) - p ^ (n + 1 + 1) * x
        = (x * p ^ (n + 1) - p ^ (n + 1) * x) * p + p ^ (n + 1) * (x * p - p * x) := by
      rw [pow_succ p (n + 1)]
      simp only [sub_mul, mul_sub, mul_assoc]
      abel
    rw [leibniz, ih, hxp, smul_mul_assoc, ← pow_succ, mul_smul_comm, mul_one, ← add_smul]
    congr 1
    push_cast
    ring

/-- The commutator of the position with a polynomial `f(p)` of the momentum is `i f'(p)`. -/
theorem position_comm_polynomial {x p : A} (hxp : x * p - p * x = Complex.I • (1 : A))
    (f : ℂ[X]) :
    x * aeval p f - aeval p f * x = Complex.I • aeval p (derivative f) := by
  induction f using Polynomial.induction_on' with
  | add f g hf hg =>
    simp only [map_add, smul_add, ← hf, ← hg, mul_add, add_mul]
    abel
  | monomial n a =>
    rcases n with _ | n
    · -- constants commute with everything
      simp only [monomial_zero_left, aeval_C, derivative_C, map_zero, smul_zero, sub_eq_zero]
      exact (Algebra.commutes a x).symm
    · rw [derivative_monomial, aeval_monomial, aeval_monomial, ← Algebra.smul_def,
        ← Algebra.smul_def, mul_smul_comm, smul_mul_assoc, ← smul_sub,
        position_comm_pow hxp n, smul_smul, smul_smul, Nat.add_sub_cancel]
      congr 1
      push_cast
      ring

/-- For `H = f(p) + V + W` with `V` commuting with the position and `W` arbitrary, the
velocity is `f'(p)` plus the commutator term `i (W x - x W)`. -/
theorem velocity_nonlocal {x p V : A} (hxp : x * p - p * x = Complex.I • (1 : A))
    (hV : V * x = x * V) (W : A) (f : ℂ[X]) :
    velocity x (aeval p f + V + W)
      = aeval p (derivative f) + Complex.I • (W * x - x * W) := by
  have kinetic : velocity x (aeval p f) = aeval p (derivative f) := by
    unfold velocity
    rw [← neg_sub, position_comm_polynomial hxp f, smul_neg, smul_smul, Complex.I_mul_I,
      neg_one_smul, neg_neg]
  have loc : velocity x V = 0 := by simp [velocity, hV]
  rw [velocity_add, velocity_add, kinetic, loc, add_zero]
  rfl

/-- The velocity equals `f'(p)` exactly when `W` commutes with the position. -/
theorem velocity_eq_derivative_iff {x p V : A}
    (hxp : x * p - p * x = Complex.I • (1 : A)) (hV : V * x = x * V) (W : A) (f : ℂ[X]) :
    velocity x (aeval p f + V + W) = aeval p (derivative f) ↔ W * x = x * W := by
  rw [velocity_nonlocal hxp hV W f]
  constructor
  · intro h
    have h1 : Complex.I • (W * x - x * W) = 0 :=
      add_left_cancel (h.trans (add_zero _).symm)
    -- undo the factor `i`
    have h2 : W * x - x * W = (-Complex.I) • (Complex.I • (W * x - x * W)) := by
      rw [smul_smul]
      simp
    rw [h1, smul_zero] at h2
    exact sub_eq_zero.mp h2
  · intro h
    rw [h, sub_self, smul_zero, add_zero]

/-- For a particle of mass `m` with `H = p² / (2m) + V + W`, the mass times the velocity is
the momentum plus `m` times the commutator term of `W`. -/
theorem mass_smul_velocity {x p V : A} (hxp : x * p - p * x = Complex.I • (1 : A))
    (hV : V * x = x * V) (W : A) {m : ℝ} (hm : m ≠ 0) :
    (m : ℂ) • velocity x ((2 * (m : ℂ))⁻¹ • p ^ 2 + V + W)
      = p + (m : ℂ) • (Complex.I • (W * x - x * W)) := by
  have hm' : (m : ℂ) ≠ 0 := by exact_mod_cast hm
  have hk : aeval p (monomial 2 (2 * (m : ℂ))⁻¹) = (2 * (m : ℂ))⁻¹ • p ^ 2 := by
    rw [aeval_monomial, ← Algebra.smul_def]
  have hd : aeval p (derivative (monomial 2 (2 * (m : ℂ))⁻¹))
      = ((2 * (m : ℂ))⁻¹ * 2) • p := by
    rw [derivative_monomial, aeval_monomial, ← Algebra.smul_def]
    norm_num
  have hc : (m : ℂ) * ((2 * (m : ℂ))⁻¹ * 2) = 1 := by field_simp
  rw [← hk, velocity_nonlocal hxp hV W, hd, smul_add,
    smul_smul (m : ℂ) ((2 * (m : ℂ))⁻¹ * 2) p, hc, one_smul]

/-- For a semilocal pseudopotential `∑ v_l P_l`, whose radial parts `v_l` commute with the
position, the velocity is `f'(p)` plus the sum of the terms `v_l · i (P_l x - x P_l)`. -/
theorem velocity_semilocal {ι : Type*} {x p V : A}
    (hxp : x * p - p * x = Complex.I • (1 : A)) (hV : V * x = x * V) (f : ℂ[X])
    (s : Finset ι) (v P : ι → A) (hv : ∀ l ∈ s, v l * x = x * v l) :
    velocity x (aeval p f + V + ∑ l ∈ s, v l * P l)
      = aeval p (derivative f) + ∑ l ∈ s, v l * (Complex.I • (P l * x - x * P l)) := by
  rw [velocity_nonlocal hxp hV]
  congr 1
  rw [Finset.sum_mul, Finset.mul_sum, ← Finset.sum_sub_distrib, Finset.smul_sum]
  refine Finset.sum_congr rfl fun l hl => ?_
  -- move the radial part to the left of the position
  rw [mul_smul_comm, mul_sub, ← mul_assoc x, ← hv l hl, mul_assoc, mul_assoc]

/-- The position operator on complex polynomials: multiplication by the variable. -/
def posOp : Module.End ℂ ℂ[X] := LinearMap.mulLeft ℂ X

/-- The momentum operator on complex polynomials: `-i` times the derivative. -/
def momOp : Module.End ℂ ℂ[X] := (-Complex.I) • derivative

/-- The local potential on complex polynomials: multiplication by the polynomial `v`. -/
def localPot (v : ℂ[X]) : Module.End ℂ ℂ[X] := LinearMap.mulLeft ℂ v

/-- The operator that sends a polynomial to its constant term. -/
def constProj : Module.End ℂ ℂ[X] where
  toFun g := C (g.coeff 0)
  map_add' g h := by simp
  map_smul' c g := by simp [smul_eq_C_mul]

/-- On complex polynomials `posOp` and `momOp` satisfy the canonical commutation relation,
every `localPot v` commutes with `posOp`, and `constProj` does not. -/
theorem velocity_nonlocal_witness (v : ℂ[X]) :
    posOp * momOp - momOp * posOp = Complex.I • (1 : Module.End ℂ ℂ[X]) ∧
      localPot v * posOp = posOp * localPot v ∧
      constProj * posOp ≠ posOp * constProj := by
  refine ⟨LinearMap.ext fun g => ?_, LinearMap.ext fun g => ?_, fun h => ?_⟩
  · simp only [posOp, momOp, LinearMap.sub_apply, Module.End.mul_apply, LinearMap.smul_apply,
      LinearMap.mulLeft_apply, Module.End.one_apply, derivative_mul, derivative_X, one_mul,
      mul_smul_comm]
    module
  · simp only [posOp, localPot, Module.End.mul_apply, LinearMap.mulLeft_apply]
    ring
  · -- compare the linear coefficients after acting on the constant polynomial 1
    have h1 := congrArg (fun T : Module.End ℂ ℂ[X] => (T 1).coeff 1) h
    simp [constProj, posOp] at h1

end

end NonlocalPseudopotentialVelocity
```

```lean
#print axioms NonlocalPseudopotentialVelocity.velocity_eq_derivative_iff
#print axioms NonlocalPseudopotentialVelocity.mass_smul_velocity
#print axioms NonlocalPseudopotentialVelocity.velocity_semilocal
```

```
'NonlocalPseudopotentialVelocity.velocity_eq_derivative_iff' depends on axioms: [propext, Classical.choice, Quot.sound]
'NonlocalPseudopotentialVelocity.mass_smul_velocity' depends on axioms: [propext, Classical.choice, Quot.sound]
'NonlocalPseudopotentialVelocity.velocity_semilocal' depends on axioms: [propext, Classical.choice, Quot.sound]
```

## Exact operators are covered, truncated matrices are not

The type `A` is the algebra of operators, with a ring structure and multiplication by complex numbers. The hypothesis `hxp` is the canonical relation and `hV` is the locality of V. The expression `aeval p f` means f(p), and `aeval p (derivative f)` means f′(p). The definition `velocity x H` is i(Hx − xH); the file does not derive it from time evolution.

In these terms, `velocity_nonlocal` says that whenever x, p and V satisfy the two hypotheses, the identity holds for every W and every complex polynomial f. The theorem `velocity_eq_derivative_iff` gives the criterion for the correction to vanish. The theorem `mass_smul_velocity` treats a real nonzero mass, which may be negative, as an effective mass can be. In `velocity_semilocal` the channels l run over a finite set `s`; the `P l` are arbitrary elements and need not be projectors.

The proof follows the derivation above:

- `velocity_add` expands the products and regroups them, which gives additivity in H.
- `position_comm_pow` is the induction on n. Its intermediate statement `leibniz` is the Leibniz rule, after which the induction hypothesis and the canonical relation are substituted and `ring` adds the coefficients.
- `position_comm_polynomial` proves the result for sums and for single monomials. Constants are treated separately, because they commute with everything.
- `velocity_nonlocal` computes the kinetic part in `kinetic`, where the order of the commutator is reversed, and the local part in `loc`. What remains is the velocity of W, which is the correction by definition.
- `velocity_eq_derivative_iff` cancels f′(p) and undoes the factor i by multiplying by −i.
- `mass_smul_velocity` writes the kinetic energy as a monomial of degree two and checks that the numerical factors multiply to 1.
- `velocity_semilocal` applies the main theorem to the whole sum, then uses `hv` in each term to move the radial factor to the left of x.

The last theorem, `velocity_nonlocal_witness`, concerns the polynomial operators of the worked example, with V as multiplication by any polynomial `v`. It shows that they satisfy the canonical relation, that V commutes with x, and that W does not. The first two parts are checked on an arbitrary polynomial. For the third, Wx sends the constant polynomial 1 to 0, while xW sends it to X. The assumptions therefore have a concrete realisation in which the correction is nonzero.

Several limits matter when the identity is carried into a code.

**Finite matrices.** For N × N matrices with N ≥ 1, the trace of [x, p] is 0, whereas the trace of i times the identity is iN. The canonical relation therefore fails in every finite basis, and the theorems say nothing about truncated matrices x and p. The matrix of the exact commutator [W, x] generally differs from the commutator of the truncated matrices, because the exact products sum over intermediate states outside the basis. A discrepancy between the two can thus be a truncation error and need not be a bug in the nonlocal term.

**Domains.** Position and momentum in quantum mechanics are unbounded, while elements of an algebra can be multiplied without restriction. To apply the theorem, one needs a common space of functions that all the operators map into itself. Schwartz functions serve for smooth local potentials whose derivatives are polynomially bounded, provided that W also preserves the space. A Coulomb singularity needs a separate argument.

**Hermiticity.** The algebra carries no adjoint, so nothing requires H to be Hermitian. The coefficients of f may be complex, and W may be any element. A physical Hamiltonian must bring its Hermiticity with it.

**Dispersion and dimension.** The function f is a polynomial in a single momentum, which leaves out cosine bands and the relativistic square root. In three dimensions the theorem still gives the x component for the usual kinetic energy: the terms in p_y² and p_z² commute with x and can be included in V. A mixed term such as p_x p_y fits neither f(p_x) nor V.

**The form of W.** Since W is arbitrary, separable norm-conserving pseudopotentials built from projector functions are covered by `velocity_nonlocal` once the domain condition is met. Ultrasoft pseudopotentials bring an overlap operator into the eigenvalue problem, and i[H, x] alone is then not the velocity operator. The theorem supplies the operator i[W, x]; evaluating its matrix elements accurately remains the task of the code.
